# The Capelli identity for gl(2) with four boson pairs

To diagonalise a Hamiltonian built from operators that move bosons between two levels, one can first split its matrix into blocks, labelled by the eigenvalues of an operator that commutes with all of them. For two levels with two modes each, and for moves that keep the mode and have the same strength in both modes, the Capelli identity writes such an operator as a product of two determinants.

Let $x_{ia}$ create and $d_{ia}$ annihilate a boson in level $i$ and mode $a$, where the mode is a second label such as polarisation. A boson pair means a creator together with its annihilator, so two levels with two modes give four pairs, while the number of bosons is free. With $E_{ij}=\sum_a x_{ia}d_{ja}$ and both labels running over 0 and 1, the identity reads

$$(E_{00}+1)E_{11}-E_{10}E_{01}=\det(x)\det(d).$$

Whether a given Hamiltonian is built from the $E_{ij}$ alone must be checked for each system.

## Bosons and shift operators

In Lean 4 with Mathlib:

```lean
import Mathlib

namespace CapelliGLTwo

/-- Boson pairs labelled by a level `i` and a mode `a`: creators `x` commute among themselves,
annihilators `d` commute among themselves, and `[d_ia, x_jb] = δ_ij δ_ab`. -/
structure BosonPairs {κ ι A : Type*} [DecidableEq κ] [DecidableEq ι] [Ring A]
    (x d : κ → ι → A) : Prop where
  xx : ∀ i a j b, x i a * x j b = x j b * x i a
  dd : ∀ i a j b, d i a * d j b = d j b * d i a
  dx : ∀ i a j b, d i a * x j b - x j b * d i a = if i = j ∧ a = b then 1 else 0
```

`BosonPairs x d` is the assumption that the canonical commutation relations hold. The types `κ` and `ι` hold the levels and modes, and `A` is any ring with unit. No inner product is needed, so $d$ need not be the adjoint of $x$. The letter $x$ means a creator, not a position.

```lean
/-- The sum `E_ij = ∑_a x_ia d_ja`. For boson pairs it moves a boson from level `j` to level `i` if
`i ≠ j`, and counts the bosons in level `i` if `i = j`. -/
def E {κ ι A : Type*} [Fintype ι] [Ring A] (x d : κ → ι → A) (i j : κ) : A :=
  ∑ a, x i a * d j a
```

`E x d i j` is $E_{ij}$, an operator and not an energy. For boson pairs it moves a boson from level $j$ to level $i$ when $i\neq j$, and $E_{ii}$ counts the bosons in level $i$.

```lean
/-- The Capelli element `(E_00 + 1) E_11 - E_10 E_01`, with the two levels numbered 0 and 1. -/
def capelli {ι A : Type*} [Fintype ι] [Ring A] (x d : Fin 2 → ι → A) : A :=
  (E x d 0 0 + 1) * E x d 1 1 - E x d 1 0 * E x d 0 1
```

`Fin 2` is the type with elements 0 and 1. Call this element $C$; the number of modes is still free.

```lean
/-- The 2×2 determinant `m_00 m_11 - m_01 m_10` of an array of operators, in this order. -/
def det2 {A : Type*} [Ring A] (m : Fin 2 → Fin 2 → A) : A :=
  m 0 0 * m 1 1 - m 0 1 * m 1 0
```

Operator products depend on order, so the determinant is written out: $\det(m)=m_{00}m_{11}-m_{01}m_{10}$.

```lean
/-- Multiplication by the variables and partial differentiation, acting on complex polynomials,
are boson pairs. -/
theorem bosonPairs_witness {κ ι : Type*} [DecidableEq κ] [DecidableEq ι] :
    BosonPairs (A := Module.End ℂ (MvPolynomial (κ × ι) ℂ))
      (fun i a => LinearMap.mulLeft ℂ (MvPolynomial.X (i, a)))
      (fun i a => (MvPolynomial.pderiv (R := ℂ) (i, a)).toLinearMap) where
  xx i a j b := by
    refine LinearMap.ext fun p => ?_
    change MvPolynomial.X (i, a) * (MvPolynomial.X (j, b) * p)
      = MvPolynomial.X (j, b) * (MvPolynomial.X (i, a) * p)
    ring
  dd i a j b := by
    -- the commutator of two derivations is a derivation that kills every variable
    have h0 : ⁅MvPolynomial.pderiv (R := ℂ) (i, a), MvPolynomial.pderiv (R := ℂ) (j, b)⁆ = 0 := by
      refine MvPolynomial.derivation_ext fun k => ?_
      simp only [Derivation.commutator_apply, MvPolynomial.pderiv_X, Pi.single_apply]
      split_ifs <;> simp
    refine LinearMap.ext fun p => ?_
    have h1 := DFunLike.congr_fun h0 p
    rw [Derivation.commutator_apply] at h1
    exact sub_eq_zero.mp h1
  dx i a j b := by
    refine LinearMap.ext fun p => ?_
    change MvPolynomial.pderiv (i, a) (MvPolynomial.X (j, b) * p)
      - MvPolynomial.X (j, b) * MvPolynomial.pderiv (i, a) p
      = (if i = j ∧ a = b then (1 : Module.End ℂ (MvPolynomial (κ × ι) ℂ)) else 0) p
    rw [Derivation.leibniz]
    by_cases h : i = j ∧ a = b
    · obtain ⟨rfl, rfl⟩ := h
      rw [MvPolynomial.pderiv_X_self]
      simp
    · have hne : (j, b) ≠ (i, a) := fun e =>
        h ⟨(congrArg Prod.fst e).symm, (congrArg Prod.snd e).symm⟩
      rw [MvPolynomial.pderiv_X_of_ne hne, if_neg h]
      simp
```

Here the assumption is met by a concrete model: $x_{ia}$ multiplies a complex polynomial by a variable, and $d_{ia}$ differentiates with respect to it. The product rule gives

$$\partial_{ia}(x_{jb}p)-x_{jb}\partial_{ia}p=\delta_{ij}\delta_{ab}\,p.$$

Partial derivatives commute because their commutator is a derivation that vanishes on every variable.

## From normal ordering to gl(n)

```lean
variable {κ ι A : Type*} [DecidableEq κ] [DecidableEq ι] [Fintype ι] [Ring A]

/-- Normal ordering for boson pairs: `E_ij E_kl` is a two-body term, with all creators on the
left, plus the one-body term `δ_jk E_il`. -/
theorem normal_order {x d : κ → ι → A} (h : BosonPairs x d) (i j k l : κ) :
    E x d i j * E x d k l =
      (∑ a, ∑ b, x i a * x k b * (d j a * d l b)) + if j = k then E x d i l else 0 := by
  have term : ∀ a b, x i a * d j a * (x k b * d l b) =
      x i a * x k b * (d j a * d l b) + if j = k ∧ a = b then x i a * d l b else 0 := by
    intro a b
    have hc := sub_eq_iff_eq_add.mp (h.dx j a k b)
    calc x i a * d j a * (x k b * d l b)
        = x i a * (d j a * x k b) * d l b := by simp only [mul_assoc]
      _ = _ := by
        rw [hc]
        split_ifs <;> noncomm_ring
  unfold E
  rw [Finset.sum_mul_sum]
  simp only [term, Finset.sum_add_distrib]
  congr 1
  by_cases hjk : j = k
  · subst hjk
    simp
  · simp [hjk]
```

The argument `h : BosonPairs x d` supplies the commutation relations. Moving one annihilator to the right gives

$$x_{ia}d_{ja}x_{kb}d_{lb}=x_{ia}x_{kb}d_{ja}d_{lb}+\delta_{jk}\delta_{ab}\,x_{ia}d_{lb}.$$

This is `term`. Summing over $a,b$ turns the last part into $\delta_{jk}E_{il}$.

```lean
/-- For boson pairs the operators `E_ij` obey the gl(n) relations
`[E_ij, E_kl] = δ_jk E_il - δ_li E_kj`. -/
theorem gl_comm {x d : κ → ι → A} (h : BosonPairs x d) (i j k l : κ) :
    E x d i j * E x d k l - E x d k l * E x d i j =
      (if j = k then E x d i l else 0) - (if l = i then E x d k j else 0) := by
  -- the two-body term does not change when the two pairs are exchanged
  have hs : (∑ a, ∑ b, x i a * x k b * (d j a * d l b)) =
      ∑ a, ∑ b, x k a * x i b * (d l a * d j b) := by
    rw [Finset.sum_comm]
    refine Finset.sum_congr rfl fun a _ => Finset.sum_congr rfl fun b _ => ?_
    rw [h.xx i b k a, h.dd j b l a]
  rw [normal_order h i j k l, normal_order h k l i j, hs]
  abel
```

Exchanging the pairs $(i,j)$ and $(k,l)$, and renaming $a,b$, leaves the two-body sum unchanged; this is `hs`. Subtraction leaves

$$[E_{ij},E_{kl}]=\delta_{jk}E_{il}-\delta_{li}E_{kj}.$$

## The Capelli element

```lean
/-- For boson pairs on two levels with any finite number of modes, the Capelli element is the
normal-ordered sum of `(x_0a x_1b - x_1a x_0b) d_0a d_1b` over all modes `a` and `b`. -/
theorem capelli_eq_sum {x d : Fin 2 → ι → A} (h : BosonPairs x d) :
    capelli x d = ∑ a, ∑ b, (x 0 a * x 1 b - x 1 a * x 0 b) * (d 0 a * d 1 b) := by
  have h1 := normal_order h 0 0 1 1
  have h2 := normal_order h 1 0 0 1
  rw [if_neg (show ¬((0 : Fin 2) = 1) by decide)] at h1
  rw [if_pos (show (0 : Fin 2) = 0 from rfl)] at h2
  -- the shift by one cancels the one-body term of `E_10 E_01`
  unfold capelli
  rw [add_mul, one_mul, h1, h2]
  simp only [sub_mul, Finset.sum_sub_distrib]
  abel
```

Normal ordering gives

$$E_{00}E_{11}=\sum_{a,b}x_{0a}x_{1b}d_{0a}d_{1b},$$

$$E_{10}E_{01}=\sum_{a,b}x_{1a}x_{0b}d_{0a}d_{1b}+E_{11}.$$

The $+1$ in $C$ adds an $E_{11}$ that cancels the last term, so

$$C=\sum_{a,b}(x_{0a}x_{1b}-x_{1a}x_{0b})d_{0a}d_{1b}.$$

```lean
/-- For boson pairs on two levels with any finite number of modes, the Capelli element commutes
with every `E_ij`. -/
theorem capelli_central {x d : Fin 2 → ι → A} (h : BosonPairs x d) :
    ∀ i j, capelli x d * E x d i j = E x d i j * capelli x d := by
  have ref : E x d 0 0 * E x d 1 1 - E x d 1 1 * E x d 0 0 = 0 := by
    rw [gl_comm h]; simp
  have rep : E x d 0 0 * E x d 0 1 - E x d 0 1 * E x d 0 0 = E x d 0 1 := by
    rw [gl_comm h]; simp
  have req : E x d 0 0 * E x d 1 0 - E x d 1 0 * E x d 0 0 = -E x d 1 0 := by
    rw [gl_comm h]; simp
  have rfp : E x d 1 1 * E x d 0 1 - E x d 0 1 * E x d 1 1 = -E x d 0 1 := by
    rw [gl_comm h]; simp
  have rfq : E x d 1 1 * E x d 1 0 - E x d 1 0 * E x d 1 1 = E x d 1 0 := by
    rw [gl_comm h]; simp
  have rpq : E x d 0 1 * E x d 1 0 - E x d 1 0 * E x d 0 1 = E x d 0 0 - E x d 1 1 := by
    rw [gl_comm h]; simp
  simp only [Fin.forall_fin_two, capelli]
  -- each case is a combination of the six gl(2) relations
  refine ⟨⟨?_, ?_⟩, ?_, ?_⟩
  · linear_combination (norm := noncomm_ring)
      req * E x d 0 1 + E x d 1 0 * rep - E x d 0 0 * ref - ref
  · linear_combination (norm := noncomm_ring)
      E x d 0 0 * rfp + rep * E x d 1 1 + rpq * E x d 0 1
  · linear_combination (norm := noncomm_ring)
      E x d 0 0 * rfq + req * E x d 1 1 - E x d 1 0 * rpq + rfq + req
  · linear_combination (norm := noncomm_ring)
      ref * E x d 1 1 + rfq * E x d 0 1 + E x d 1 0 * rfp
```

The six `have` lines are gl(2) commutators. For the diagonal operators, $E_{00}$ and $E_{11}$ commute, and

$$[E_{10}E_{01},E_{00}]=-E_{10}E_{01}+E_{10}E_{01}=0.$$

With $E_{11}$ both signs flip. For the other two,

$$[C,E_{01}]=-(E_{00}+1)E_{01}+E_{01}E_{11}-(E_{11}-E_{00})E_{01}=-E_{01}+[E_{01},E_{11}]=0,$$

$$[C,E_{10}]=(E_{00}+1)E_{10}-E_{10}E_{11}-E_{10}(E_{00}-E_{11})=E_{10}+[E_{00},E_{10}]=0.$$

`linear_combination` receives the relations with their multipliers, and `noncomm_ring` checks the expansion without reordering products.

```lean
/-- Capelli identity for gl(2): for four boson pairs, `(E_00 + 1) E_11 - E_10 E_01 = det(x) det(d)`,
and this operator commutes with every `E_ij`. -/
theorem capelli_identity {x d : Fin 2 → Fin 2 → A} (h : BosonPairs x d) :
    (E x d 0 0 + 1) * E x d 1 1 - E x d 1 0 * E x d 0 1 = det2 x * det2 d ∧
      ∀ i j, Commute (det2 x * det2 d) (E x d i j) := by
  have key : capelli x d = det2 x * det2 d := by
    rw [capelli_eq_sum h]
    simp only [Fin.sum_univ_two, det2]
    -- put the commuting creators in a common order
    rw [h.xx 1 0 0 0, h.xx 1 1 0 1, h.xx 1 0 0 1, h.xx 1 1 0 0]
    noncomm_ring
  refine ⟨key, fun i j => ?_⟩
  rw [← key]
  exact capelli_central h i j
```

With two modes, the $a=b$ terms of $C$ vanish because creators commute. The other two give

$$C=\det(x)\,d_{00}d_{11}-\det(x)\,d_{01}d_{10}=\det(x)\det(d).$$

The `h.xx` rewrites put the creators in a common order. The second half of the statement, `Commute`, follows from the previous theorem. Larger determinants, for more than two levels, are not treated.

```lean
/-- For boson pairs on two levels, the quadratic Casimir `∑_ij E_ij E_ji` equals `N (N + 1)` minus
twice the Capelli element, where `N = E_00 + E_11` is the number operator. -/
theorem quadratic_casimir {x d : Fin 2 → ι → A} (h : BosonPairs x d) :
    ∑ i, ∑ j, E x d i j * E x d j i =
      (E x d 0 0 + E x d 1 1) * (E x d 0 0 + E x d 1 1 + 1) - 2 * capelli x d := by
  have ref : E x d 0 0 * E x d 1 1 - E x d 1 1 * E x d 0 0 = 0 := by
    rw [gl_comm h]; simp
  have rpq : E x d 0 1 * E x d 1 0 - E x d 1 0 * E x d 0 1 = E x d 0 0 - E x d 1 1 := by
    rw [gl_comm h]; simp
  simp only [Fin.sum_univ_two, capelli]
  linear_combination (norm := noncomm_ring) rpq + ref

end CapelliGLTwo
```

For any finite number of modes, use $E_{01}E_{10}=E_{10}E_{01}+E_{00}-E_{11}$ and then $E_{10}E_{01}=(E_{00}+1)E_{11}-C$:

$$\sum_{i,j}E_{ij}E_{ji}=E_{00}^2+E_{11}^2+2E_{10}E_{01}+E_{00}-E_{11}=N(N+1)-2C,$$

with $N=E_{00}+E_{11}$. At fixed boson number, the quadratic Casimir and $C$ therefore carry the same information.

## Two bosons in numbers

In the polynomial model take $v=x_{00}x_{11}-x_{01}x_{10}$. Then $\det(d)v=1+1=2$, so $\det(x)\det(d)v=2v$. On the other side, $E_{00}v=E_{11}v=v$ and $E_{01}v=-x_{00}x_{01}+x_{01}x_{00}=0$, which gives $(1+1)\cdot1\,v=2v$. The quadratic Casimir is $2\cdot3-2\cdot2=2$. For $x_{00}x_{10}$, also with two bosons, $\det(d)$ gives zero, so this state belongs to a different block.

```lean
#print axioms CapelliGLTwo.capelli_identity
#print axioms CapelliGLTwo.quadratic_casimir
```

```
'CapelliGLTwo.capelli_identity' depends on axioms: [propext, Classical.choice, Quot.sound]
'CapelliGLTwo.quadratic_casimir' depends on axioms: [propext, Classical.choice, Quot.sound]
```
